# Two-body operators do not connect occupation states when more than two modes filled in one are empty in the other

A Slater determinant can be described as an antisymmetrised product of orbitals or by the occupations of its modes. Here it is described by its occupations: a state is a vector on which every number operator acts as 0 or 1. The modes, that is, the spin orbitals, are labelled by `ι`, and the operators are complex matrices whose rows and columns are labelled by a finite type `n`.

```lean
import Mathlib

open Matrix

namespace SlaterCondon

variable {ι n : Type*} [DecidableEq ι] [Fintype n] [DecidableEq n]
```

Let \(a_i\) be the annihilation matrices and \(a_i^\dagger\), written `(a i)ᴴ`, their conjugate transposes. They are required to satisfy

\[
a_i a_j + a_j a_i = 0,\qquad a_i a_j^\dagger + a_j^\dagger a_i = \delta_{ij}.
\]

The \(\delta_{ij}\) says that the spin orbitals are orthonormal. Both states refer to this one set, so determinants built from two mutually non-orthogonal orbital sets are not covered.

```lean
/-- The canonical anticommutation relations for annihilation matrices `a i`, whose
conjugate transposes are the creation matrices. -/
structure IsCAR (a : ι → Matrix n n ℂ) : Prop where
  anti : ∀ i j, a i * a j + a j * a i = 0
  mixed : ∀ i j, a i * (a j)ᴴ + (a j)ᴴ * a i = if i = j then 1 else 0
```

With \(n_m = a_m^\dagger a_m\), a vector \(\psi\) has occupation set \(S\) if \(n_m\psi = \psi\) for \(m\in S\) and \(n_m\psi = 0\) for \(m\notin S\). Neither normalisation nor \(\psi\neq 0\) is required. In the usual Fock space such a nonzero vector is a determinant up to a factor.

```lean
/-- The vector `ψ` has occupation set `S`: each number operator `a m† a m` acts on it as one
for `m` in `S` and as zero otherwise. -/
def HasOccupation (a : ι → Matrix n n ℂ) (S : Finset ι) (ψ : n → ℂ) : Prop :=
  ∀ m, ((a m)ᴴ * a m) *ᵥ ψ = if m ∈ S then ψ else 0
```

The Hamiltonian is

\[
H=\sum_{ij} t_{ij}\,a_i^\dagger a_j+\tfrac12\sum_{ijkl} v_{ijkl}\,a_i^\dagger a_j^\dagger a_l a_k .
\]

The integrals are arbitrary complex numbers, with no symmetry assumed. The order of the last two operators matches the convention \(v_{ijkl}=\langle ij|kl\rangle\).

```lean
/-- The Hamiltonian with one-body integrals `t` and two-body integrals `v`. -/
noncomputable def hamiltonian [Fintype ι] (a : ι → Matrix n n ℂ) (t : ι → ι → ℂ)
    (v : ι → ι → ι → ι → ℂ) : Matrix n n ℂ :=
  ∑ i, ∑ j, t i j • ((a i)ᴴ * a j) +
    (1 / 2 : ℂ) • ∑ i, ∑ j, ∑ k, ∑ l, v i j k l • ((a i)ᴴ * (a j)ᴴ * a l * a k)
```

## An annihilator carried through the string

Setting \(i=j=m\) in the first relation gives \(2a_m^2=0\), hence \(a_m^2=0\). The second relation then yields

\[
a_m a_m^\dagger a_m=(a_m a_m^\dagger+a_m^\dagger a_m)a_m-a_m^\dagger a_m^2=a_m .
\]

In Lean the factor 2 is removed entry by entry, and `noncomm_ring` checks the rearrangement.

```lean
variable {a : ι → Matrix n n ℂ} {S T : Finset ι} {ψ φ : n → ℂ}

/-- Pauli principle: a mode cannot be emptied twice, and counting a mode before emptying it
changes nothing. -/
theorem pauli (h : IsCAR a) (m : ι) :
    a m * a m = 0 ∧ a m * ((a m)ᴴ * a m) = a m := by
  have h0 : a m * a m = 0 := by
    ext p q
    have := congrFun (congrFun (h.anti m m) p) q
    simp only [Matrix.add_apply, Matrix.zero_apply] at this ⊢
    linear_combination this / 2
  have h1 : a m * (a m)ᴴ + (a m)ᴴ * a m = 1 := (h.mixed m m).trans (if_pos rfl)
  refine ⟨h0, ?_⟩
  calc a m * ((a m)ᴴ * a m)
      = (a m * (a m)ᴴ + (a m)ᴴ * a m) * a m - (a m)ᴴ * (a m * a m) := by noncomm_ring
    _ = a m := by rw [h1, h0, one_mul, mul_zero, sub_zero]
```

For \(m\neq k\), two sign changes cancel:

\[
n_m a_k=-a_m^\dagger a_k a_m=a_k n_m .
\]

The adjoint of this equation is \(n_m a_k^\dagger=a_k^\dagger n_m\). Both are needed later, when excited states are built.

```lean
/-- The number operator of one mode commutes with the annihilator and the creator of any
other mode. -/
theorem number_commute (h : IsCAR a) {m k : ι} (hmk : m ≠ k) :
    (a m)ᴴ * a m * a k = a k * ((a m)ᴴ * a m) ∧
      (a m)ᴴ * a m * (a k)ᴴ = (a k)ᴴ * ((a m)ᴴ * a m) := by
  have h2 : a k * (a m)ᴴ + (a m)ᴴ * a k = 0 := (h.mixed k m).trans (if_neg hmk.symm)
  have h3 : (a m)ᴴ * a m * a k = a k * ((a m)ᴴ * a m) := by
    calc (a m)ᴴ * a m * a k
        = (a m)ᴴ * (a m * a k + a k * a m) - (a k * (a m)ᴴ + (a m)ᴴ * a k) * a m
          + a k * ((a m)ᴴ * a m) := by noncomm_ring
      _ = a k * ((a m)ᴴ * a m) := by
        rw [h.anti m k, h2, mul_zero, zero_mul, sub_zero, zero_add]
  refine ⟨h3, ?_⟩
  -- the second relation is the adjoint of the first
  have h4 := congrArg Matrix.conjTranspose h3
  simp only [Matrix.conjTranspose_mul, Matrix.conjTranspose_conjTranspose] at h4
  exact h4.symm
```

Now let \(\psi\) and \(\varphi\) (`φ` in the code) have occupation sets \(S\) and \(T\), and let \(X=a_{i_1}^\dagger\cdots a_{i_p}^\dagger a_{k_1}\cdots a_{k_q}\) with \(p<|S\setminus T|\). The creators cannot use up all of \(S\setminus T\), so some \(m\in S\setminus T\) is absent from \(i_1,\dots,i_p\). This \(a_m\) anticommutes with every factor of \(X\); it does so even with an annihilator \(a_m\), because \(a_m^2=0\). Since \(\psi=n_m\psi\) and \(n_m\) is Hermitian,

\[
\langle\psi,X\varphi\rangle=\langle\psi,a_m^\dagger a_m X\varphi\rangle
=(-1)^{p+q}\langle\psi,a_m^\dagger X a_m\varphi\rangle=0 .
\]

The last step uses \(a_m\varphi=a_m n_m\varphi=0\), which holds because \(m\notin T\). In the code the lists `I` and `K` hold the creator and annihilator labels, and `star ψ ⬝ᵥ M *ᵥ φ` is \(\langle\psi,M\varphi\rangle\), conjugate-linear in \(\psi\).

```lean
/-- Slater-Condon rule for strings of any length: if more modes are occupied in `ψ` and empty
in `φ` than the string has creators, its matrix element between `ψ` and `φ` vanishes. -/
theorem slater_condon_string (h : IsCAR a) (hψ : HasOccupation a S ψ)
    (hφ : HasOccupation a T φ) (I K : List ι) (hc : I.length < (S \ T).card) :
    star ψ ⬝ᵥ ((I.map fun i => (a i)ᴴ).prod * (K.map a).prod) *ᵥ φ = 0 := by
  -- some mode of `S \ T` is not touched by the creators
  obtain ⟨m, hm, hmI⟩ : ∃ m ∈ S \ T, m ∉ I := by
    by_contra hcon
    have hsub : S \ T ⊆ I.toFinset := fun m hm => by
      by_contra hn
      exact hcon ⟨m, hm, fun hI => hn (List.mem_toFinset.mpr hI)⟩
    have h1 := Finset.card_le_card hsub
    have h2 := I.toFinset_card_le
    omega
  obtain ⟨hmS, hmT⟩ := Finset.mem_sdiff.mp hm
  -- its annihilator can be carried through the whole string
  have pass : ∀ L : List (Matrix n n ℂ), (∀ y ∈ L, a m * y + y * a m = 0) →
      ∃ Y, a m * L.prod = Y * a m := by
    intro L
    induction L with
    | nil => exact fun _ => ⟨1, by simp⟩
    | cons y L ih =>
      intro hL
      obtain ⟨Y, hY⟩ := ih fun z hz => hL z (List.mem_cons_of_mem _ hz)
      have hy : a m * y = -(y * a m) := eq_neg_of_add_eq_zero_left (hL y (by simp))
      refine ⟨-(y * Y), ?_⟩
      rw [List.prod_cons, ← mul_assoc, hy, neg_mul, mul_assoc, hY, neg_mul, mul_assoc]
  obtain ⟨Y, hY⟩ := pass ((I.map fun i => (a i)ᴴ) ++ K.map a) (by
    intro y hy
    rcases List.mem_append.mp hy with hy | hy
    · obtain ⟨i, hi, rfl⟩ := List.mem_map.mp hy
      have hne : m ≠ i := fun e => hmI (by rw [e]; exact hi)
      exact (h.mixed m i).trans (if_neg hne)
    · obtain ⟨k, _, rfl⟩ := List.mem_map.mp hy
      exact h.anti m k)
  rw [List.prod_append] at hY
  -- and it kills `φ`
  have h0 : a m *ᵥ φ = 0 := by
    rw [← (pauli h m).2, ← Matrix.mulVec_mulVec, hφ m, if_neg hmT, Matrix.mulVec_zero]
  have hψm : ψ = ((a m)ᴴ * a m) *ᵥ ψ := by rw [hψ m, if_pos hmS]
  rw [hψm, Matrix.star_mulVec, ← Matrix.dotProduct_mulVec, Matrix.conjTranspose_mul,
    Matrix.conjTranspose_conjTranspose, Matrix.mulVec_mulVec, mul_assoc, hY,
    ← Matrix.mulVec_mulVec, ← Matrix.mulVec_mulVec, h0, Matrix.mulVec_zero,
    Matrix.mulVec_zero, dotProduct_zero]
```

The proof turns on the local statement `pass`. For a list `L` of matrices that all anticommute with `a m`, it provides some `Y` with `a m * L.prod = Y * a m`. By hand, \(Y\) is the product with the sign \((-1)^{p+q}\), but the argument only needs `a m` to arrive at the right end. Because `Y` is merely claimed to exist, the induction keeps no count of signs: the empty list gives `1`, and a new first factor `y` turns `Y` into `-(y * Y)`.

The same reasoning read from the other side gives a neighbouring rule: the element also vanishes if \(|T\setminus S|\) exceeds the number \(q\) of annihilators. One picks \(m\in T\setminus S\) absent from \(k_1,\dots,k_q\), writes \(\varphi=n_m\varphi\), and carries \(a_m^\dagger\) to the left, where \(\langle\psi,a_m^\dagger\,\cdot\,\rangle=\langle a_m\psi,\,\cdot\,\rangle=0\).

## Two creators and the Hamiltonian

For \(p=q=2\), with creators \(i,j\) and annihilators \(l,k\), the condition becomes \(|S\setminus T|>2\), and

\[
\langle\psi,a_i^\dagger a_j^\dagger a_l a_k\varphi\rangle=0\quad\text{for all } i,j,k,l .
\]

These are the elements of the two-body transition density matrix. For equal particle numbers, \(|S\setminus T|\) is the number of substituted spin orbitals. This is the vanishing case of the Slater–Condon rules; the formulas in terms of integrals for zero, one or two substitutions are not derived.

```lean
/-- Slater-Condon rule: every two-body transition matrix element vanishes when more than two
modes are occupied in `ψ` and empty in `φ`. -/
theorem slater_condon (h : IsCAR a) (hψ : HasOccupation a S ψ) (hφ : HasOccupation a T φ)
    (hc : 2 < (S \ T).card) (i j k l : ι) :
    star ψ ⬝ᵥ ((a i)ᴴ * (a j)ᴴ * a l * a k) *ᵥ φ = 0 := by
  simpa only [List.map_cons, List.map_nil, List.prod_cons, List.prod_nil, mul_one, mul_assoc]
    using slater_condon_string h hψ hφ [i, j] [l, k] hc
```

Each one-body term has a single creator, and \(1<2<|S\setminus T|\), so it vanishes too. By linearity \(\langle\psi,H\varphi\rangle=0\). Lean packages the matrix element as a linear map `f` and distributes it over the sums. In configuration interaction with a finite orthonormal spin-orbital basis and at most two-body terms, this is why a determinant has no direct coupling to its triple or higher excitations.

```lean
/-- A Hamiltonian with one- and two-body terms does not couple `ψ` to `φ` when more than two
modes are occupied in `ψ` and empty in `φ`. -/
theorem hamiltonian_element_eq_zero [Fintype ι] (h : IsCAR a) (hψ : HasOccupation a S ψ)
    (hφ : HasOccupation a T φ) (hc : 2 < (S \ T).card) (t : ι → ι → ℂ)
    (v : ι → ι → ι → ι → ℂ) : star ψ ⬝ᵥ hamiltonian a t v *ᵥ φ = 0 := by
  -- the matrix element is linear in the operator
  obtain ⟨f, hf⟩ : ∃ f : Matrix n n ℂ →ₗ[ℂ] ℂ, ∀ M, f M = star ψ ⬝ᵥ M *ᵥ φ :=
    ⟨{ toFun := fun M => star ψ ⬝ᵥ M *ᵥ φ
       map_add' := fun A B => by rw [Matrix.add_mulVec, dotProduct_add]
       map_smul' := fun c A => by
        rw [Matrix.smul_mulVec, dotProduct_smul, RingHom.id_apply] }, fun _ => rfl⟩
  have h1 : ∀ i j, f ((a i)ᴴ * a j) = 0 := fun i j => by
    rw [hf]
    simpa only [List.map_cons, List.map_nil, List.prod_cons, List.prod_nil, mul_one]
      using slater_condon_string h hψ hφ [i] [j] (lt_trans one_lt_two hc)
  have h2 : ∀ i j k l, f ((a i)ᴴ * (a j)ᴴ * a l * a k) = 0 := fun i j k l => by
    rw [hf, slater_condon h hψ hφ hc]
  rw [← hf]
  simp only [hamiltonian, map_add, map_sum, map_smul, h1, h2, smul_zero,
    Finset.sum_const_zero, add_zero]
```

## Two substitutions can give a nonzero element

Take \(k\in T\). Then \(n_k a_k\varphi=a_k^\dagger a_k^2\varphi=0\), while \(n_m a_k\varphi=a_k n_m\varphi\) for \(m\neq k\). So \(a_k\varphi\) has occupation set \(T\setminus\{k\}\), and its squared norm is \(\langle\varphi,n_k\varphi\rangle=\langle\varphi,\varphi\rangle\).

```lean
/-- Annihilating an occupied mode removes it from the occupation set and keeps the norm. -/
theorem annihilate_occupied (h : IsCAR a) (hφ : HasOccupation a T φ) {k : ι} (hk : k ∈ T) :
    HasOccupation a (T.erase k) (a k *ᵥ φ) ∧
      star (a k *ᵥ φ) ⬝ᵥ (a k *ᵥ φ) = star φ ⬝ᵥ φ := by
  refine ⟨fun m => ?_, ?_⟩
  · by_cases hmk : m = k
    · subst hmk
      rw [Matrix.mulVec_mulVec, mul_assoc, (pauli h _).1, mul_zero, Matrix.zero_mulVec]
      simp
    · rw [Matrix.mulVec_mulVec, (number_commute h hmk).1, ← Matrix.mulVec_mulVec, hφ m]
      by_cases hm : m ∈ T <;> simp [hm, hmk]
  · rw [Matrix.star_mulVec, ← Matrix.dotProduct_mulVec, Matrix.mulVec_mulVec, hφ k, if_pos hk]
```

Take \(i\notin T\). The adjoint of \(a_i a_i^\dagger a_i=a_i\) gives \(n_i a_i^\dagger\varphi=a_i^\dagger\varphi\), and the other occupations are unchanged. The squared norm is \(\langle\varphi,(1-n_i)\varphi\rangle=\langle\varphi,\varphi\rangle\).

```lean
/-- Creating a particle in an empty mode adds it to the occupation set and keeps the norm. -/
theorem create_empty (h : IsCAR a) (hφ : HasOccupation a T φ) {i : ι} (hi : i ∉ T) :
    HasOccupation a (insert i T) ((a i)ᴴ *ᵥ φ) ∧
      star ((a i)ᴴ *ᵥ φ) ⬝ᵥ ((a i)ᴴ *ᵥ φ) = star φ ⬝ᵥ φ := by
  refine ⟨fun m => ?_, ?_⟩
  · by_cases hmi : m = i
    · subst hmi
      have e := congrArg Matrix.conjTranspose (pauli h m).2
      simp only [Matrix.conjTranspose_mul, Matrix.conjTranspose_conjTranspose] at e
      rw [Matrix.mulVec_mulVec, e]
      simp
    · rw [Matrix.mulVec_mulVec, (number_commute h hmi).2, ← Matrix.mulVec_mulVec, hφ m]
      by_cases hm : m ∈ T <;> simp [hm, hmi]
  · have e : a i * (a i)ᴴ = 1 - (a i)ᴴ * a i :=
      eq_sub_of_add_eq ((h.mixed i i).trans (if_pos rfl))
    rw [Matrix.star_mulVec, ← Matrix.dotProduct_mulVec, Matrix.conjTranspose_conjTranspose,
      Matrix.mulVec_mulVec, e, Matrix.sub_mulVec, Matrix.one_mulVec, hφ i, if_neg hi, sub_zero]
```

Apply these steps in turn to \(X=a_i^\dagger a_j^\dagger a_l a_k\), with distinct \(k,l\in T\) and distinct \(i,j\notin T\). The state \(\chi=X\varphi\) has exactly \(i\) and \(j\) newly occupied, and

\[
\langle\chi,X\varphi\rangle=\langle\varphi,\varphi\rangle ,
\]

which is 1 for normalised \(\varphi\). The condition \(|S\setminus T|>2\) therefore cannot be relaxed to \(|S\setminus T|\ge 2\) for individual strings.

```lean
/-- Sharpness: moving two particles from distinct occupied modes `k`, `l` to distinct empty
modes `i`, `j` gives a state with exactly two newly occupied modes, and the two-body matrix
element between it and `φ` equals the squared norm of `φ`. -/
theorem double_excitation (h : IsCAR a) (hφ : HasOccupation a T φ) {i j k l : ι}
    (hk : k ∈ T) (hl : l ∈ T) (hkl : k ≠ l) (hi : i ∉ T) (hj : j ∉ T) (hij : i ≠ j) :
    HasOccupation a (insert i (insert j ((T.erase k).erase l)))
        (((a i)ᴴ * (a j)ᴴ * a l * a k) *ᵥ φ) ∧
      (insert i (insert j ((T.erase k).erase l)) \ T).card = 2 ∧
      star (((a i)ᴴ * (a j)ᴴ * a l * a k) *ᵥ φ) ⬝ᵥ
        (((a i)ᴴ * (a j)ᴴ * a l * a k) *ᵥ φ) = star φ ⬝ᵥ φ := by
  have h1 := annihilate_occupied h hφ hk
  have h2 := annihilate_occupied h h1.1 (Finset.mem_erase.mpr ⟨hkl.symm, hl⟩)
  have h3 := create_empty h h2.1 (i := j)
    fun hx => hj (Finset.mem_of_mem_erase (Finset.mem_of_mem_erase hx))
  have h4 := create_empty h h3.1 (i := i) (by simp [hij, hi])
  have e : ((a i)ᴴ * (a j)ᴴ * a l * a k) *ᵥ φ
      = (a i)ᴴ *ᵥ ((a j)ᴴ *ᵥ (a l *ᵥ (a k *ᵥ φ))) := by
    simp only [Matrix.mulVec_mulVec, mul_assoc]
  have hS : insert i (insert j ((T.erase k).erase l)) \ T = {i, j} := by
    ext x
    simp only [Finset.mem_sdiff, Finset.mem_insert, Finset.mem_erase, Finset.mem_singleton]
    constructor
    · rintro ⟨hx | hx | hx, hxT⟩
      · exact Or.inl hx
      · exact Or.inr hx
      · exact absurd hx.2.2 hxT
    · rintro (rfl | rfl)
      · exact ⟨Or.inl rfl, hi⟩
      · exact ⟨Or.inr (Or.inl rfl), hj⟩
  rw [e, hS]
  exact ⟨h4.1, Finset.card_pair hij, by rw [h4.2, h3.2, h2.2, h1.2]⟩
```

## Explicit matrices with three modes

A Jordan–Wigner step doubles the space, with the new mode empty in the first copy and occupied in the second:

\[
a_{\rm new}=\begin{pmatrix}0&1\\0&0\end{pmatrix},\qquad
a_i\mapsto\begin{pmatrix}a_i&0\\0&-a_i\end{pmatrix}.
\]

```lean
/-- Jordan-Wigner step: one new mode `none` is added, and the old annihilators change sign
where the new mode is occupied. -/
def addMode (a : ι → Matrix n n ℂ) : Option ι → Matrix (n ⊕ n) (n ⊕ n) ℂ
  | none => Matrix.fromBlocks 0 1 0 0
  | some i => Matrix.fromBlocks (a i) 0 0 (-(a i))
```

The minus sign makes old and new annihilators anticommute, since the two products have upper right blocks \(-a_i\) and \(a_i\). The number operators become \(\mathrm{diag}(0,1)\) for the new mode and \(\mathrm{diag}(n_i,n_i)\) for an old one. Hence \((\psi,0)\) keeps the occupation set \(S\), and \((0,\psi)\) gains the new mode. Lean checks these blocks case by case.

```lean
/-- The Jordan-Wigner step preserves the anticommutation relations, and a state with known
occupation extends to one with the new mode empty and one with it occupied. -/
theorem addMode_spec (h : IsCAR a) (hψ : HasOccupation a S ψ) :
    IsCAR (addMode a) ∧
      HasOccupation (addMode a) (S.map Function.Embedding.some) (Sum.elim ψ 0) ∧
      HasOccupation (addMode a) (Finset.insertNone S) (Sum.elim 0 ψ) := by
  refine ⟨⟨?_, ?_⟩, ?_, ?_⟩
  · rintro (_ | i) (_ | j) <;>
      simp [addMode, Matrix.fromBlocks_multiply, Matrix.fromBlocks_add, h.anti]
  · rintro (_ | i) (_ | j)
    · simp [addMode, Matrix.fromBlocks_multiply, Matrix.fromBlocks_conjTranspose,
        Matrix.fromBlocks_add]
    · simp [addMode, Matrix.fromBlocks_multiply, Matrix.fromBlocks_conjTranspose,
        Matrix.fromBlocks_add]
    · simp [addMode, Matrix.fromBlocks_multiply, Matrix.fromBlocks_conjTranspose,
        Matrix.fromBlocks_add]
    · by_cases hij : i = j <;>
        simp [addMode, Matrix.fromBlocks_multiply, Matrix.fromBlocks_conjTranspose,
          Matrix.fromBlocks_add, h.mixed, hij]
  · rintro (_ | m)
    · ext (p | p) <;> simp [addMode, Matrix.fromBlocks_multiply,
        Matrix.fromBlocks_conjTranspose, Matrix.fromBlocks_mulVec]
    · by_cases hm : m ∈ S <;> ext (p | p) <;> simp [addMode, Matrix.fromBlocks_multiply,
        Matrix.fromBlocks_conjTranspose, Matrix.fromBlocks_mulVec, hψ m, hm]
  · rintro (_ | m)
    · ext (p | p) <;> simp [addMode, Matrix.fromBlocks_multiply,
        Matrix.fromBlocks_conjTranspose, Matrix.fromBlocks_mulVec]
    · by_cases hm : m ∈ S <;> ext (p | p) <;> simp [addMode, Matrix.fromBlocks_multiply,
        Matrix.fromBlocks_conjTranspose, Matrix.fromBlocks_mulVec, hψ m, hm]
```

Three steps from a one-dimensional space without modes give \(8\times 8\) matrices. The full and the empty state are unit vectors whose occupation sets differ in three modes, so the rule applies to nonzero states. Their particle numbers are three and zero, so in this example particle conservation alone already forbids the coupling.

```lean
/-- Three Jordan-Wigner steps from a one-dimensional space without modes give anticommuting
matrices with a full and an empty state, which differ in three modes. -/
theorem slater_condon_witness :
    let A := addMode (addMode (addMode (Empty.elim : Empty → Matrix Unit Unit ℂ)))
    IsCAR A ∧ HasOccupation A Finset.univ (Sum.elim 0 (Sum.elim 0 (Sum.elim 0 1))) ∧
      HasOccupation A ∅ (Sum.elim (Sum.elim (Sum.elim 1 0) 0) 0) ∧
      (Finset.univ \ ∅ : Finset (Option (Option (Option Empty)))).card = 3 := by
  intro A
  have c0 : IsCAR (Empty.elim : Empty → Matrix Unit Unit ℂ) :=
    ⟨fun i => i.elim, fun i => i.elim⟩
  have o0 : HasOccupation (Empty.elim : Empty → Matrix Unit Unit ℂ) ∅ 1 := fun m => m.elim
  obtain ⟨c1, e1, f1⟩ := addMode_spec c0 o0
  obtain ⟨c2, e2, -⟩ := addMode_spec c1 e1
  obtain ⟨-, -, f2⟩ := addMode_spec c1 f1
  obtain ⟨c3, e3, -⟩ := addMode_spec c2 e2
  obtain ⟨-, -, f3⟩ := addMode_spec c2 f2
  have hu : Finset.insertNone (Finset.insertNone (Finset.insertNone (∅ : Finset Empty)))
      = Finset.univ := by decide
  rw [hu] at f3
  simp only [Finset.map_empty] at e3
  exact ⟨c3, f3, e3, by decide⟩

end SlaterCondon
```

```lean
#print axioms SlaterCondon.hamiltonian_element_eq_zero
#print axioms SlaterCondon.double_excitation
```

```
'SlaterCondon.hamiltonian_element_eq_zero' depends on axioms: [propext, Classical.choice, Quot.sound]
'SlaterCondon.double_excitation' depends on axioms: [propext, Classical.choice, Quot.sound]
```
